# A real density-fitting metric is positive definite exactly when it has an inverse of the form W Wᵀ

In density fitting, products of orbitals are expanded in an auxiliary basis, and a matrix V serves as the metric on that basis. The theorem takes V to be any real square matrix over a finite index set and says that V is positive definite if and only if some real square matrix W satisfies W Wᵀ V = 1. Positive definite here means that V is symmetric and that xᵀ V x > 0 for every nonzero real vector x; symmetry is part of this condition and is not a separate hypothesis on V. No integrals or orbitals enter the statement. For the forward direction the attempt builds W from orthonormal eigenvectors of V, each divided by the square root of its eigenvalue. For the converse it derives the symmetry of V from the factorisation, writes V as the Gram matrix (Wᵀ V)ᵀ(Wᵀ V), and shows that the quadratic form is positive on nonzero vectors.

In Lean, a first try:

```lean
import Mathlib

open Matrix

namespace DensityFittedExchange

noncomputable section

variable {ν o α ρ : Type*} [Fintype ν] [Fintype o] [Fintype α] [Fintype ρ] [DecidableEq α]

/-- An auxiliary metric `V` has a square factor `W` with `W Wᵀ` inverse to `V` exactly when
`V` is positive definite. -/
theorem posDef_iff_exists_factor (V : Matrix α α ℝ) :
    V.PosDef ↔ ∃ W : Matrix α α ℝ, W * Wᵀ * V = 1 := by
  constructor
  · intro hV
    -- scale each eigenvector of the metric by the inverse root of its eigenvalue
    let u : α → α → ℝ := fun j P => (hV.1.eigenvectorBasis j).ofLp P
    let e : α → ℝ := hV.1.eigenvalues
    have he : ∀ j, 0 < √(e j) := fun j => Real.sqrt_pos.mpr (hV.eigenvalues_pos j)
    have hsq : ∀ j, √(e j) * √(e j) = e j :=
      fun j => Real.mul_self_sqrt (hV.eigenvalues_pos j).le
    have heig : ∀ k P, ∑ Q, V P Q * u k Q = e k * u k P :=
      fun k P => congrFun (hV.1.mulVec_eigenvectorBasis k) P
    have horth : ∀ j k, ∑ P, u j P * u k P = if j = k then 1 else 0 := by
      intro j k
      rw [← orthonormal_iff_ite.mp hV.1.eigenvectorBasis.orthonormal j k, PiLp.inner_apply]
      refine Finset.sum_congr rfl fun P _ => ?_
      simp [u, mul_comm]
    let W : Matrix α α ℝ := Matrix.of fun P j => u j P * (√(e j))⁻¹
    have hVW : ∀ P k, (V * W) P k = √(e k) * u k P := by
      intro P k
      have h1 : (V * W) P k = (∑ Q, V P Q * u k Q) * (√(e k))⁻¹ := by
        rw [Matrix.mul_apply, Finset.sum_mul]
        refine Finset.sum_congr rfl fun Q _ => ?_
        simp only [W, Matrix.of_apply]
        ring
      rw [h1, heig, ← hsq k]
      have := (he k).ne'
      field_simp
    have hone : Wᵀ * (V * W) = 1 := by
      ext j k
      have h1 : (Wᵀ * (V * W)) j k = (√(e j))⁻¹ * √(e k) * ∑ P, u j P * u k P := by
        rw [Matrix.mul_apply, Finset.mul_sum]
        refine Finset.sum_congr rfl fun P _ => ?_
        rw [hVW]
        simp only [W, Matrix.transpose_apply, Matrix.of_apply]
        ring
      rw [h1, horth, Matrix.one_apply]
      by_cases hjk : j = k
      · subst hjk
        simp [(he j).ne']
      · simp [hjk]
    refine ⟨W, ?_⟩
    rw [← Matrix.mul_assoc] at hone
    rw [Matrix.mul_assoc]
    exact mul_eq_one_comm.mp hone
  · rintro ⟨W, hW⟩
    -- the metric is the Gram matrix of `Wᵀ V`
    have ht : Vᵀ * (W * Wᵀ) = 1 := by
      have h := congrArg Matrix.transpose hW
      simpa [Matrix.transpose_mul] using h
    have hG : V = (Wᵀ * V)ᵀ * (Wᵀ * V) := by
      calc V = Vᵀ * (W * Wᵀ) * V := by rw [ht, Matrix.one_mul]
        _ = _ := by
          rw [Matrix.transpose_mul, Matrix.transpose_transpose]
          noncomm_ring
    have hS : Vᵀ = V := by
      calc Vᵀ = Vᵀ * (W * Wᵀ * V) := by rw [hW, Matrix.mul_one]
        _ = Vᵀ * (W * Wᵀ) * V := by noncomm_ring
        _ = V := by rw [ht, Matrix.one_mul]
    rw [Matrix.posDef_iff_dotProduct_mulVec]
    refine ⟨by rw [Matrix.IsHermitian, Matrix.conjTranspose_eq_transpose_of_trivial, hS], ?_⟩
    intro x hx
    have hq : star x ⬝ᵥ V *ᵥ x = ((Wᵀ * V) *ᵥ x) ⬝ᵥ ((Wᵀ * V) *ᵥ x) := by
      conv_lhs => rw [hG]
      rw [star_trivial, ← Matrix.mulVec_mulVec, Matrix.dotProduct_mulVec,
        Matrix.vecMul_transpose]
    have hne : (Wᵀ * V) *ᵥ x ≠ 0 := by
      intro h0
      apply hx
      calc x = (W * Wᵀ * V) *ᵥ x := by rw [hW, Matrix.one_mulVec]
        _ = W *ᵥ ((Wᵀ * V) *ᵥ x) := by rw [Matrix.mulVec_mulVec, Matrix.mul_assoc]
        _ = 0 := by rw [h0, Matrix.mulVec_zero]
    rw [hq]
    refine lt_of_le_of_ne (Finset.sum_nonneg fun i _ => mul_self_nonneg _) fun h => ?_
    exact hne (dotProduct_self_eq_zero.mp h.symm)

end

end DensityFittedExchange
```

The compiler's answer:

```
Main.lean:31:54: error: unsolved goals
α : Type u_3
inst✝¹ : Fintype α
inst✝ : DecidableEq α
V : Matrix α α ℝ
hV : V.PosDef
u : α → α → ℝ := fun j P => (⋯.eigenvectorBasis j).ofLp P
e : α → ℝ := ⋯.eigenvalues
he : ∀ (j : α), 0 < √(e j)
hsq : ∀ (j : α), √(e j) * √(e j) = e j
heig : ∀ (k P : α), ∑ Q, V P Q * u k Q = e k * u k P
horth : ∀ (j k : α), ∑ P, u j P * u k P = if j = k then 1 else 0
W : Matrix α α ℝ := of fun P j => u j P * (√(e j))⁻¹
P k : α
h1 : (V * W) P k = (∑ Q, V P Q * u k Q) * (√(e k))⁻¹
this : √(e k) ≠ 0
⊢ √(e k) ^ 2 * u k P = u k P * √(√(e k) ^ 2) ^ 2
```

This version goes through:

```diff
@@ -36,7 +36,7 @@
         simp only [W, Matrix.of_apply]
         ring
-      rw [h1, heig, ← hsq k]
-      have := (he k).ne'
-      field_simp
+      rw [h1, heig]
+      have hs : √(e k) * (√(e k))⁻¹ = 1 := mul_inv_cancel₀ (he k).ne'
+      linear_combination (-(u k P * (√(e k))⁻¹)) * hsq k + √(e k) * u k P * hs
     have hone : Wᵀ * (V * W) = 1 := by
       ext j k
```

Diagnosis. The one error is an unsolved goal in `hVW`, which says that V times column `k` of `W` is `√(e k)` times the eigenvector `u k`. After `rw [h1, heig]`, what is left to show is that `e k * u k P * (√(e k))⁻¹` equals `√(e k) * u k P`. The step `rw [← hsq k]` was meant to turn the factor `e k` into `√(e k) * √(e k)`, but `rw` replaces every instance of `e k`, including those under the square roots. This produces nested roots, and `field_simp` clears the denominator but leaves `√(√(e k) ^ 2) ^ 2` in the goal, without reducing it to `√(e k) ^ 2`.

The repair drops that rewrite, so the roots stay as they were. It uses the nonzero root to prove `hs`, that `√(e k)` times its inverse is 1, and `linear_combination` then combines `hsq k` and `hs` with suitable coefficients to prove the equation. Here `hsq k` serves as an equation between numbers and is not used to rewrite inside the roots.
